# Central volume differences overestimate a positive Grüneisen parameter when the mode frequency is a power law

A phonon code can obtain a mode Grüneisen parameter by computing the frequency $w$ in a slightly compressed and a slightly expanded cell, and dividing minus the relative change in frequency by the relative change in volume. With reference volume $V_0$ and relative step $h$, the estimate is

$$G(h)=-\frac{w(V_0(1+h))-w(V_0(1-h))}{2h\,w(V_0)}.$$

It approximates $\gamma=-d\ln w/d\ln V$. The test case here is $w(V)=C\,V^{-g}$ with $C>0$, for which $\gamma=g$ at every volume: a given small relative expansion always lowers the frequency by the same fraction when $g>0$.

## A positive bias of order $h^2$

For $g>0$, $V_0>0$ and $0<h<1$,

$$G(h)>g,\qquad \lim_{h\to0^+}\frac{G(h)-g}{h^2}=\frac{g(g+1)(g+2)}{6}.$$

The Richardson combination $R(h)=\bigl(4G(h/2)-G(h)\bigr)/3$ has an error that vanishes faster than $h^2$. The logarithmic estimate

$$L(V_1,V_2)=-\frac{\ln w(V_2)-\ln w(V_1)}{\ln V_2-\ln V_1}$$

equals $g$ for any two distinct positive volumes.

## Choosing the difference formula in a code

For a single mode with a power-law frequency, these results separate the bias of the difference formula from other errors in a quasi-harmonic calculation. At $g=2$ and $h=0.01$ the leading term of the excess is $4\times10^{-4}$. For this power law, replacing $G$ by $L$ at the volumes $V_0(1\pm h)$ removes the bias; for other frequency laws $L$ need not be the more accurate of the two. It needs no frequency at $V_0$.

## From scaling to the error coefficient

Since $w(V_0(1\pm h))=C V_0^{-g}(1\pm h)^{-g}$, the factor $C V_0^{-g}=w(V_0)$ cancels:

$$G(h)=\frac{(1-h)^{-g}-(1+h)^{-g}}{2h}.$$

Let $F(x)=(1-x)^{-g}-(1+x)^{-g}-2gx$. Then $F(0)=0$, $G(h)-g=F(h)/(2h)$, and

$$F'(x)=g\,(p+q-2),\qquad p=(1-x)^{-(g+1)},\quad q=(1+x)^{-(g+1)}.$$

For $0<x<1$ and $g>0$, $pq=(1-x^2)^{-(g+1)}>1$. Hence $(p+q)^2=(p-q)^2+4pq>4$, so $p+q>2$ and $F'(x)>0$. Therefore $F(h)>0$ and $G(h)>g$.

For the coefficient, $(G(h)-g)/h^2=F(h)/(2h^3)$. Two applications of L'Hôpital's rule lead to

$$\frac{F'(h)}{6h^2}\quad\text{and then}\quad\frac{F''(h)}{12h}=\frac{g(g+1)}{12}\,\frac{(1-h)^{-(g+2)}-(1+h)^{-(g+2)}}{h}.$$

The last numerator is zero at $h=0$ and has derivative $2(g+2)$ there, so the limit is $g(g+1)(g+2)/6$.

For the Richardson combination,

$$\frac{R(h)-g}{h^2}=\frac13\left[\frac{G(h/2)-g}{(h/2)^2}-\frac{G(h)-g}{h^2}\right]\to0,$$

because both terms in the bracket have the same limit.

Finally, $\ln w(V)=\ln C-g\ln V$, so $\ln w(V_2)-\ln w(V_1)=-g(\ln V_2-\ln V_1)$ and $L(V_1,V_2)=g$. Conversely, suppose that $w$ is positive and $L(V_0,V)=g$ for every positive $V\ne V_0$. Then $\ln w(V)=\ln w(V_0)-g\ln(V/V_0)$, which gives $w(V)=w(V_0)(V/V_0)^{-g}$.

## The Lean statements and their proofs

In the file, `powerLaw C g` is the frequency as a function of volume, `centralEstimate w V0 h` is $G(h)$, and `logEstimate w V1 V2` is $L(V_1,V_2)$. All quantities are real numbers, and `𝓝[>] 0` expresses $h\to0^+$. The hypothesis `0 < C` makes the frequency positive, and `h < 1` keeps the compressed volume positive. Only the strict inequality assumes `0 < g`; the other theorems hold for every real $g$.

```lean
import Mathlib

open Filter Topology

namespace FiniteDifferenceGruneisen

noncomputable section

/-- Mode frequency `C V^(-g)` as a function of the volume `V > 0`. -/
def powerLaw (C g V : ℝ) : ℝ := C * V ^ (-g)

/-- Central finite-difference estimate of the mode Grueneisen parameter at volume `V0` with
relative volume step `h`, for `h ≠ 0` and `w V0 ≠ 0`. -/
def centralEstimate (w : ℝ → ℝ) (V0 h : ℝ) : ℝ :=
  -(w (V0 * (1 + h)) - w (V0 * (1 - h))) / (2 * h * w V0)

/-- Logarithmic estimate of the mode Grueneisen parameter from two distinct positive volumes
at which the frequency is positive. -/
def logEstimate (w : ℝ → ℝ) (V1 V2 : ℝ) : ℝ :=
  -(Real.log (w V2) - Real.log (w V1)) / (Real.log V2 - Real.log V1)

/-- For a power-law frequency with `C, V0 > 0` and `0 < h < 1`, the central estimate depends
only on the exponent and the relative step. -/
theorem centralEstimate_powerLaw {C g V0 h : ℝ} (hC : 0 < C) (hV : 0 < V0)
    (h0 : 0 < h) (h1 : h < 1) :
    centralEstimate (powerLaw C g) V0 h = ((1 - h) ^ (-g) - (1 + h) ^ (-g)) / (2 * h) := by
  have hp := Real.rpow_pos_of_pos hV (-g)
  unfold centralEstimate powerLaw
  rw [Real.mul_rpow hV.le (by linarith : 0 ≤ 1 + h),
    Real.mul_rpow hV.le (by linarith : 0 ≤ 1 - h),
    div_eq_div_iff (by positivity) (by positivity)]
  ring

/-- Rate of change of the power `(1 - x)^(-a)` under compression by a fraction `x < 1`. -/
theorem hasDerivAt_compressed (a : ℝ) {x : ℝ} (hx : x < 1) :
    HasDerivAt (fun y : ℝ => (1 - y) ^ (-a)) (a * (1 - x) ^ (-(a + 1))) x := by
  have h1 : HasDerivAt (fun y : ℝ => 1 - y) (-1) x := (hasDerivAt_id x).const_sub 1
  have h2 : HasDerivAt (fun y : ℝ => (1 - y) ^ (-a)) (-1 * -a * (1 - x) ^ (-a - 1)) x :=
    h1.rpow_const (Or.inl (show (0 : ℝ) < 1 - x by linarith).ne')
  exact h2.congr_deriv (by rw [show -(a + 1) = -a - 1 by ring]; ring)

/-- Rate of change of the power `(1 + x)^(-a)` under expansion by a fraction `x > -1`. -/
theorem hasDerivAt_expanded (a : ℝ) {x : ℝ} (hx : -1 < x) :
    HasDerivAt (fun y : ℝ => (1 + y) ^ (-a)) (-(a * (1 + x) ^ (-(a + 1)))) x := by
  have h1 : HasDerivAt (fun y : ℝ => 1 + y) 1 x := (hasDerivAt_id x).const_add 1
  have h2 : HasDerivAt (fun y : ℝ => (1 + y) ^ (-a)) (1 * -a * (1 + x) ^ (-a - 1)) x :=
    h1.rpow_const (Or.inl (show (0 : ℝ) < 1 + x by linarith).ne')
  exact h2.congr_deriv (by rw [show -(a + 1) = -a - 1 by ring]; ring)

/-- Derivative, for `-1 < x < 1`, of the difference between the compressed and expanded
powers less its linear part `2 g x`. -/
theorem hasDerivAt_excess (g : ℝ) {x : ℝ} (hx : -1 < x) (hx' : x < 1) :
    HasDerivAt (fun y : ℝ => (1 - y) ^ (-g) - (1 + y) ^ (-g) - 2 * g * y)
      (g * ((1 - x) ^ (-(g + 1)) + (1 + x) ^ (-(g + 1)) - 2)) x := by
  have hl : HasDerivAt (fun y : ℝ => 2 * g * y) (2 * g * 1) x :=
    (hasDerivAt_id x).const_mul (2 * g)
  exact (((hasDerivAt_compressed g hx').fun_sub (hasDerivAt_expanded g hx)).fun_sub
    hl).congr_deriv (by ring)

/-- For a power-law frequency with `C, g, V0 > 0` and any relative step `0 < h < 1`, the
central estimate is strictly larger than the Grueneisen parameter `g`. -/
theorem lt_centralEstimate {C g V0 h : ℝ} (hC : 0 < C) (hg : 0 < g) (hV : 0 < V0)
    (h0 : 0 < h) (h1 : h < 1) : g < centralEstimate (powerLaw C g) V0 h := by
  have mono : StrictMonoOn (fun y : ℝ => (1 - y) ^ (-g) - (1 + y) ^ (-g) - 2 * g * y)
      (Set.Ico 0 1) := by
    refine strictMonoOn_of_deriv_pos (convex_Ico 0 1) (fun x hx =>
      (hasDerivAt_excess g (by linarith [hx.1]) hx.2).continuousAt.continuousWithinAt) ?_
    intro x hx
    rw [interior_Ico] at hx
    obtain ⟨hx0, hx1⟩ := hx
    rw [(hasDerivAt_excess g (by linarith) hx1).deriv]
    have hp := Real.rpow_pos_of_pos (by linarith : 0 < 1 - x) (-(g + 1))
    have hq := Real.rpow_pos_of_pos (by linarith : 0 < 1 + x) (-(g + 1))
    -- the two powers have product above one, hence sum above two
    have hpq : 1 < (1 - x) ^ (-(g + 1)) * (1 + x) ^ (-(g + 1)) := by
      rw [← Real.mul_rpow (by linarith) (by linarith)]
      exact Real.one_lt_rpow_of_pos_of_lt_one_of_neg
        (mul_pos (by linarith) (by linarith)) (by nlinarith) (by linarith)
    have hs : 2 < (1 - x) ^ (-(g + 1)) + (1 + x) ^ (-(g + 1)) :=
      lt_of_pow_lt_pow_left₀ 2 (by positivity)
        (by nlinarith [sq_nonneg ((1 - x) ^ (-(g + 1)) - (1 + x) ^ (-(g + 1)))])
    exact mul_pos hg (by linarith)
  have key := mono ⟨le_rfl, one_pos⟩ ⟨h0.le, h1⟩ h0
  simp only [sub_zero, add_zero, Real.one_rpow, sub_self, mul_zero] at key
  rw [centralEstimate_powerLaw hC hV h0 h1, lt_div_iff₀ (by positivity)]
  linarith

/-- For a power-law frequency with `C, V0 > 0`, the error of the central estimate divided by
`h^2` tends to `g (g + 1) (g + 2) / 6` as the relative step `h` decreases to zero. -/
theorem tendsto_centralEstimate_error {C V0 : ℝ} (g : ℝ) (hC : 0 < C) (hV : 0 < V0) :
    Tendsto (fun h => (centralEstimate (powerLaw C g) V0 h - g) / h ^ 2) (𝓝[>] 0)
      (𝓝 (g * (g + 1) * (g + 2) / 6)) := by
  have hI : ∀ᶠ x in 𝓝[>] (0 : ℝ), x ∈ Set.Ioo (0 : ℝ) 1 := Ioo_mem_nhdsGT one_pos
  have lim0 : ∀ {f : ℝ → ℝ} {f' : ℝ}, HasDerivAt f f' 0 → f 0 = 0 →
      Tendsto f (𝓝[>] 0) (𝓝 0) := by
    intro f f' hf h0
    have h := hf.continuousAt.tendsto.mono_left (nhdsWithin_le_nhds (s := Set.Ioi 0))
    rwa [h0] at h
  have d2 : ∀ x : ℝ, HasDerivAt (fun y : ℝ => 6 * y ^ 2) (12 * x) x := fun x =>
    ((hasDerivAt_pow 2 x).const_mul 6).congr_deriv
      (by rw [show (2 - 1 : ℕ) = 1 from rfl]; push_cast; ring)
  have d3 : ∀ x : ℝ, HasDerivAt (fun y : ℝ => 2 * y ^ 3) (6 * x ^ 2) x := fun x =>
    ((hasDerivAt_pow 3 x).const_mul 2).congr_deriv
      (by rw [show (3 - 1 : ℕ) = 2 from rfl]; push_cast; ring)
  have dF : ∀ x : ℝ, -1 < x → x < 1 → HasDerivAt
      (fun y : ℝ => g * ((1 - y) ^ (-(g + 1)) + (1 + y) ^ (-(g + 1)) - 2))
      (g * ((g + 1) * ((1 - x) ^ (-(g + 1 + 1)) - (1 + x) ^ (-(g + 1 + 1))))) x :=
    fun x hx hx' => ((((hasDerivAt_compressed (g + 1) hx').fun_add
      (hasDerivAt_expanded (g + 1) hx)).sub_const 2).const_mul g).congr_deriv (by ring)
  -- the second derivative over `12 h` is a difference quotient at zero
  have hQ : HasDerivAt (fun y : ℝ => (1 - y) ^ (-(g + 1 + 1)) - (1 + y) ^ (-(g + 1 + 1)))
      (2 * (g + 2)) 0 :=
    ((hasDerivAt_compressed (g + 1 + 1) (by norm_num)).fun_sub
      (hasDerivAt_expanded (g + 1 + 1) (by norm_num))).congr_deriv
      (by simp only [sub_zero, add_zero, Real.one_rpow]; ring)
  have l1 : Tendsto (fun x : ℝ => g * ((g + 1) * ((1 - x) ^ (-(g + 1 + 1))
      - (1 + x) ^ (-(g + 1 + 1)))) / (12 * x)) (𝓝[>] 0)
      (𝓝 (g * (g + 1) * (g + 2) / 6)) := by
    have h := hQ.tendsto_slope_zero_right.const_mul (g * (g + 1) / 12)
    rw [show g * (g + 1) * (g + 2) / 6 = g * (g + 1) / 12 * (2 * (g + 2)) by ring]
    refine h.congr (fun t => ?_)
    simp only [zero_add, sub_zero, add_zero, Real.one_rpow, sub_self, smul_eq_mul]
    ring
  -- two applications of L'Hôpital's rule
  have l2 := HasDerivAt.lhopital_zero_nhdsGT
    (hI.mono fun x hx => dF x (by linarith [hx.1]) hx.2) (Eventually.of_forall d2)
    (hI.mono fun x hx => mul_ne_zero (by norm_num) hx.1.ne')
    (lim0 (dF 0 (by norm_num) (by norm_num)) (by norm_num)) (lim0 (d2 0) (by norm_num)) l1
  have l3 := HasDerivAt.lhopital_zero_nhdsGT
    (hI.mono fun x hx => hasDerivAt_excess g (by linarith [hx.1]) hx.2)
    (Eventually.of_forall d3)
    (hI.mono fun x hx => mul_ne_zero (by norm_num) (pow_ne_zero 2 hx.1.ne'))
    (lim0 (hasDerivAt_excess g (by norm_num) (by norm_num)) (by norm_num))
    (lim0 (d3 0) (by norm_num)) l2
  refine l3.congr' ?_
  filter_upwards [hI] with h hh
  obtain ⟨h0, h1⟩ := hh
  have e := centralEstimate_powerLaw (g := g) hC hV h0 h1
  rw [eq_div_iff (by positivity)] at e
  rw [div_eq_div_iff (by positivity) (by positivity)]
  linear_combination (-h ^ 2) * e

/-- For a power-law frequency with `C, V0 > 0`, the Richardson combination of the central
estimates at steps `h` and `h/2` has an error that vanishes faster than `h^2` as `h → 0+`. -/
theorem tendsto_richardson_error {C V0 : ℝ} (g : ℝ) (hC : 0 < C) (hV : 0 < V0) :
    Tendsto (fun h => ((4 * centralEstimate (powerLaw C g) V0 (h / 2)
      - centralEstimate (powerLaw C g) V0 h) / 3 - g) / h ^ 2) (𝓝[>] 0) (𝓝 0) := by
  have T := tendsto_centralEstimate_error g hC hV
  have half : Tendsto (fun h : ℝ => h / 2) (𝓝[>] 0) (𝓝[>] 0) := by
    refine tendsto_nhdsWithin_iff.2 ⟨?_, ?_⟩
    · exact ((continuous_id.div_const 2).tendsto' 0 0 (by simp)).mono_left nhdsWithin_le_nhds
    · filter_upwards [self_mem_nhdsWithin] with h hh
      exact Set.mem_Ioi.2 (half_pos (Set.mem_Ioi.1 hh))
  -- the leading errors at the two steps cancel
  have h := ((T.comp half).sub T).div_const 3
  rw [sub_self, zero_div] at h
  refine h.congr (fun t => ?_)
  simp only [Function.comp_apply]
  ring

/-- For a power-law frequency with `C > 0`, the logarithmic estimate from any two distinct
positive volumes is exactly `g`. -/
theorem logEstimate_powerLaw {C V1 V2 : ℝ} (g : ℝ) (hC : 0 < C) (h1 : 0 < V1) (h2 : 0 < V2)
    (hne : V1 ≠ V2) : logEstimate (powerLaw C g) V1 V2 = g := by
  have hd : Real.log V2 - Real.log V1 ≠ 0 :=
    sub_ne_zero.2 fun h => hne (Real.log_injOn_pos h2 h1 h).symm
  unfold logEstimate powerLaw
  rw [Real.log_mul hC.ne' (Real.rpow_pos_of_pos h2 _).ne',
    Real.log_mul hC.ne' (Real.rpow_pos_of_pos h1 _).ne',
    Real.log_rpow h2, Real.log_rpow h1, div_eq_iff hd]
  ring

/-- If a frequency is positive at all positive volumes and its logarithmic estimate between
`V0 > 0` and every other positive volume is `g`, then it is a power law with exponent `-g`. -/
theorem eq_powerLaw_of_logEstimate {w : ℝ → ℝ} {g V0 : ℝ} (hV0 : 0 < V0)
    (hw : ∀ V, 0 < V → 0 < w V)
    (hlog : ∀ V, 0 < V → V ≠ V0 → logEstimate w V0 V = g) {V : ℝ} (hV : 0 < V) :
    w V = w V0 * (V / V0) ^ (-g) := by
  by_cases hne : V = V0
  · rw [hne, div_self hV0.ne', Real.one_rpow, mul_one]
  · have hd : Real.log V - Real.log V0 ≠ 0 :=
      sub_ne_zero.2 fun h => hne (Real.log_injOn_pos hV hV0 h)
    have hq := hlog V hV hne
    unfold logEstimate at hq
    rw [div_eq_iff hd] at hq
    have hr := Real.rpow_pos_of_pos (div_pos hV hV0) (-g)
    -- compare the logarithms of the two sides
    apply Real.log_injOn_pos (hw V hV) (mul_pos (hw V0 hV0) hr)
    rw [Real.log_mul (hw V0 hV0).ne' hr.ne', Real.log_rpow (div_pos hV hV0),
      Real.log_div hV.ne' hV0.ne']
    linear_combination -hq

end

end FiniteDifferenceGruneisen
```

```lean
#print axioms FiniteDifferenceGruneisen.centralEstimate_powerLaw
-- 'FiniteDifferenceGruneisen.centralEstimate_powerLaw' depends on axioms: [propext, Classical.choice, Quot.sound]
#print axioms FiniteDifferenceGruneisen.tendsto_richardson_error
-- 'FiniteDifferenceGruneisen.tendsto_richardson_error' depends on axioms: [propext, Classical.choice, Quot.sound]
#print axioms FiniteDifferenceGruneisen.logEstimate_powerLaw
-- 'FiniteDifferenceGruneisen.logEstimate_powerLaw' depends on axioms: [propext, Classical.choice, Quot.sound]
#print axioms FiniteDifferenceGruneisen.eq_powerLaw_of_logEstimate
-- 'FiniteDifferenceGruneisen.eq_powerLaw_of_logEstimate' depends on axioms: [propext, Classical.choice, Quot.sound]
```

`centralEstimate_powerLaw` performs the scaling step, with `Real.mul_rpow` splitting the powers. The two lemmas `hasDerivAt_compressed` and `hasDerivAt_expanded` differentiate $(1\mp x)^{-a}$, and `hasDerivAt_excess` combines them into $F'$.

In `lt_centralEstimate`, `hpq` is $pq>1$ and `hs` is $p+q>2$. The resulting positive derivative makes $F$ strictly increasing on $[0,1)$, and `key` compares $F(0)$ with $F(h)$.

`tendsto_centralEstimate_error` takes the L'Hôpital chain from its end. `hQ` supplies the derivative $2(g+2)$, `l1` the limit of $F''(h)/(12h)$, `l2` that of $F'(h)/(6h^2)$, and `l3` that of $F(h)/(2h^3)$. The closing `linear_combination` identifies this last quotient with the scaled error.

`tendsto_richardson_error` uses that limit at $h$ and at $h/2$ and subtracts. In `logEstimate_powerLaw`, injectivity of the logarithm makes the denominator nonzero, and the logarithm of a power does the rest. `eq_powerLaw_of_logEstimate` uses injectivity again to pass from equal logarithms to equal frequencies.

## What a code may take from these theorems

The sign of the bias holds at every step $0<h<1$. The coefficient is a limit and gives no error bound at a chosen $h$. Likewise, the Richardson theorem says that the error is smaller than order $h^2$, without giving its next order.

The logarithmic formula is exact for the power law, and the converse shows how special this is: exact agreement from $V_0$ to all other positive volumes forces that law. In a material whose Grüneisen parameter varies with volume, $L$ can therefore have a finite-step error too. The theorems say nothing about rounding, noise in the computed frequencies, imaginary modes, or the matching of branches between cells.

The volume step could also have been modelled as symmetric in $\ln V$, with frequencies taken at $V_0e^{\pm h}$. The frequency in the compressed cell minus that in the expanded cell, divided by $2h\,w(V_0)$, would then be $\sinh(gh)/h$. For $g>0$ it would still exceed $g$, but with the smaller leading coefficient $g^3/6$, and the restriction $h<1$ would disappear. This variant is a separate calculation that the file does not contain.
